# The Ewald term of a neutral cell near zero wavevector: directional limits and their cubic average

A periodic cell of volume \(V\) holds finitely many point charges \(q_j\) at positions \(\mathbf r_j\). In Gaussian units, Ewald summation with splitting parameter \(\alpha>0\), an inverse length, assigns to each reciprocal-lattice vector \(\mathbf k\neq 0\) the energy term

\[
E(\mathbf k)=\frac{2\pi}{V}\,\frac{e^{-k^2/4\alpha^2}}{k^2}\,|S(\mathbf k)|^2,\qquad
S(\mathbf k)=\sum_j q_j e^{i\mathbf k\cdot\mathbf r_j},
\]

where \(k^2=\mathbf k\cdot\mathbf k\). The dipole moment is \(\mathbf D=\sum_j q_j\mathbf r_j\). To study small wavevectors, the same formula is used here for every real vector \(\mathbf k\neq0\), not only for reciprocal-lattice vectors. For a neutral cell the expression becomes \(0/0\) at \(\mathbf k=0\), and the question is what value, if any, belongs there.

Call a finite set \(F\) of vectors cubic if permuting coordinates or reversing the sign of one coordinate maps it into itself. Coordinates are numbered 0, 1, 2. For a neutral cell and a nonempty cubic set \(F\) of nonzero vectors, the average of \(E(t\mathbf k)\) over \(\mathbf k\in F\) tends to \(2\pi|\mathbf D|^2/(3V)\) as \(t\to0\). If \(\mathbf D\neq0\), \(E\) itself has no limit at the origin.

## From the structure factor to the average

Let \(\mathbf n\) be a unit vector. Differentiating \(S(t\mathbf n)\) at \(t=0\) gives \(i\sum_j q_j\,\mathbf n\cdot\mathbf r_j=i\,\mathbf n\cdot\mathbf D\). Neutrality gives \(S(0)=\sum_j q_j=0\), so \(S(t\mathbf n)/t\to i\,\mathbf n\cdot\mathbf D\), and

\[
E(t\mathbf n)=\frac{2\pi}{V}e^{-t^2/4\alpha^2}\left|\frac{S(t\mathbf n)}{t}\right|^2\to\frac{2\pi}{V}(\mathbf n\cdot\mathbf D)^2 .
\]

For \(\mathbf k\in F\), put \(\mathbf n=\mathbf k/|\mathbf k|\). Since \(t\mathbf k=(t|\mathbf k|)\mathbf n\), the limit of \(E(t\mathbf k)\) is \((2\pi/V)(\mathbf k\cdot\mathbf D)^2/k^2\).

To average these limits, let \(N\) be the number of vectors in \(F\) and \(M_{ij}=\sum_{\mathbf k\in F}k_ik_j/k^2\). Reversing coordinate \(i\) permutes \(F\) and changes the sign of each summand when \(i\neq j\), so \(M_{ij}=-M_{ij}=0\). Exchanging two axes shows \(M_{00}=M_{11}=M_{22}\). Their sum is \(\sum_{\mathbf k\in F}k^2/k^2=N\), so each is \(N/3\). Therefore

\[
\frac1N\sum_{\mathbf k\in F}\frac{2\pi}{V}\frac{(\mathbf k\cdot\mathbf D)^2}{k^2}
=\frac{2\pi}{NV}\sum_{i,j}D_iD_jM_{ij}=\frac{2\pi|\mathbf D|^2}{3V}.
\]

Now suppose \(E\) had a limit \(L\) at the origin, and write \(a=2\pi/V\). The three axes give \(aD_0^2=aD_1^2=aD_2^2=L\). The direction \((3/5,4/5,0)\) gives

\[
L=\tfrac{9}{25}aD_0^2+\tfrac{16}{25}aD_1^2+\tfrac{24}{25}aD_0D_1
=L+\tfrac{24}{25}aD_0D_1 .
\]

Hence \(D_0D_1=0\), so \(L=0\), and all three components of \(\mathbf D\) vanish.

## A cell with dipole (1, 2, 0)

Place charge \(+1\) at \((1,2,0)\) and \(-1\) at the origin, with \(V=10\). Then \(\mathbf D=(1,2,0)\) and \(|\mathbf D|^2=5\). Take \(F\) to be the eight cube corners \((\pm1,\pm1,\pm1)\), for which \(k^2=3\). Four corners have \((\mathbf k\cdot\mathbf D)^2=9\) and four have \(1\), so the ray limits are \(3\pi/5\) and \(\pi/15\). Their average is \(\pi/3\), in agreement with \(2\pi\cdot5/(3\cdot10)\).

## The cell and its energy term in Lean

```lean
import Mathlib

open Filter Topology Matrix

namespace EwaldSurfaceTerm

noncomputable section
```

The type `ι` labels the charges and is taken to be finite below. The structure records a positive volume but no lattice vectors, and neutrality is a separate hypothesis, `∑ j, C.charge j = 0`.

```lean
/-- Point charges in a periodic cell of positive volume, with a positive Ewald splitting
parameter (an inverse length). -/
structure Cell (ι : Type*) where
  charge : ι → ℝ
  position : ι → Fin 3 → ℝ
  volume : ℝ
  splitting : ℝ
  volume_pos : 0 < volume
  splitting_pos : 0 < splitting
```

The dipole is computed from the listed positions. Replacing a charge by one of its periodic images can change it.

```lean
variable {ι : Type*} [Fintype ι]

/-- The dipole moment of the cell, the sum of charge times position. -/
def Cell.dipole (C : Cell ι) : Fin 3 → ℝ := ∑ j, C.charge j • C.position j

/-- The charge structure factor, the sum of `q exp(i k·r)` over the charges. -/
def Cell.structureFactor (C : Cell ι) (k : Fin 3 → ℝ) : ℂ :=
  ∑ j, (C.charge j : ℂ) * Complex.exp (Complex.I * ((k ⬝ᵥ C.position j : ℝ) : ℂ))
```

Squared lengths are written `k ⬝ᵥ k`, because Lean's built-in norm on `Fin 3 → ℝ` is the largest absolute coordinate and not the Euclidean length. The wavevector ranges over all of space, not only over reciprocal-lattice points.

```lean
/-- The reciprocal-space Ewald energy term (Gaussian units) at a wavevector `k ≠ 0`. -/
def Cell.ewaldTerm (C : Cell ι) (k : Fin 3 → ℝ) : ℝ :=
  2 * Real.pi / C.volume * (Real.exp (-(k ⬝ᵥ k) / (4 * C.splitting ^ 2)) / (k ⬝ᵥ k))
    * ‖C.structureFactor k‖ ^ 2
```

## Cubic sets of wavevectors

`IsCubic` describes a finite set of vectors, not a crystal lattice.

```lean
/-- The mirror image of a vector with its `i`-th coordinate reversed. -/
def reflect (i : Fin 3) (k : Fin 3 → ℝ) : Fin 3 → ℝ := fun j => if j = i then -k j else k j

/-- A finite set of vectors is cubic if coordinate permutations and sign flips preserve it. -/
def IsCubic (F : Finset (Fin 3 → ℝ)) : Prop :=
  (∀ σ : Equiv.Perm (Fin 3), ∀ k ∈ F, k ∘ σ ∈ F) ∧ ∀ i, ∀ k ∈ F, reflect i k ∈ F
```

The cube corners show that such sets exist. Membership is checked coordinate by coordinate.

```lean
/-- The eight corners `(±1, ±1, ±1)` of a cube. -/
def cubeCorners : Finset (Fin 3 → ℝ) := Fintype.piFinset fun _ => {1, -1}

/-- The corners of a cube form a nonempty cubic set of nonzero vectors. -/
theorem isCubic_witness :
    IsCubic cubeCorners ∧ (0 : Fin 3 → ℝ) ∉ cubeCorners ∧ cubeCorners.Nonempty := by
  refine ⟨⟨fun σ k hk => ?_, fun i k hk => ?_⟩, fun h => ?_, ⟨fun _ => 1, ?_⟩⟩
  · exact Fintype.mem_piFinset.2 fun j => Fintype.mem_piFinset.1 hk (σ j)
  · simp only [cubeCorners, Fintype.mem_piFinset, Finset.mem_insert,
      Finset.mem_singleton] at hk ⊢
    intro j
    unfold reflect
    split_ifs <;> rcases hk j with h | h <;> simp [h]
  · have h0 := Fintype.mem_piFinset.1 h 0
    simp at h0
  · simp [cubeCorners]
```

## The average of squared projections

In the next proof, `off` shows that the mixed sums \(M_{ij}\) vanish, `swap` equates the diagonal ones, and `total` adds them to \(N\), written `F.card`. The condition `0 ∉ F` enters in `total`, where \(k^2/k^2=1\) is needed. Then `expand` writes the squared projection in terms of the six products.

```lean
/-- Over a cubic set of nonzero vectors, the squared projections of `D` on the directions of
the vectors add up to one third of `|D|²` per vector. -/
theorem sum_sq_projection {F : Finset (Fin 3 → ℝ)} (hF : IsCubic F) (h0 : 0 ∉ F)
    (D : Fin 3 → ℝ) :
    ∑ k ∈ F, (k ⬝ᵥ D) ^ 2 / (k ⬝ᵥ k) = (F.card : ℝ) / 3 * (D ⬝ᵥ D) := by
  have dot3 : ∀ u v : Fin 3 → ℝ, u ⬝ᵥ v = u 0 * v 0 + u 1 * v 1 + u 2 * v 2 := fun u v => by
    simp [dotProduct, Fin.sum_univ_three]
  -- a sign flip cancels the mixed products
  have off : ∀ i j : Fin 3, i ≠ j → ∑ k ∈ F, k i * k j / (k ⬝ᵥ k) = 0 := by
    intro i j hij
    have inv : ∀ k, reflect i (reflect i k) = k := fun k => by
      funext l
      by_cases h : l = i <;> simp [reflect, h]
    have h1 : ∑ k ∈ F, reflect i k i * reflect i k j / (reflect i k ⬝ᵥ reflect i k)
        = ∑ k ∈ F, k i * k j / (k ⬝ᵥ k) :=
      Finset.sum_nbij' (reflect i) (reflect i) (hF.2 i) (hF.2 i)
        (fun k _ => inv k) (fun k _ => inv k) (fun k _ => rfl)
    have h2 : ∑ k ∈ F, reflect i k i * reflect i k j / (reflect i k ⬝ᵥ reflect i k)
        = -∑ k ∈ F, k i * k j / (k ⬝ᵥ k) := by
      rw [← Finset.sum_neg_distrib]
      refine Finset.sum_congr rfl fun k _ => ?_
      have hd : reflect i k ⬝ᵥ reflect i k = k ⬝ᵥ k := by
        refine Finset.sum_congr rfl fun l _ => ?_
        by_cases h : l = i <;> simp [reflect, h]
      have hi : reflect i k i = -k i := by simp [reflect]
      have hj : reflect i k j = k j := by simp [reflect, hij.symm]
      rw [hd, hi, hj]
      ring
    linarith
  -- exchanging two axes makes the diagonal sums equal
  have swap : ∀ i j : Fin 3,
      ∑ k ∈ F, k j * k j / (k ⬝ᵥ k) = ∑ k ∈ F, k i * k i / (k ⬝ᵥ k) := by
    intro i j
    have inv : ∀ k : Fin 3 → ℝ, (k ∘ Equiv.swap i j) ∘ Equiv.swap i j = k := fun k => by
      funext l
      simp
    refine Finset.sum_nbij' (fun k => k ∘ Equiv.swap i j) (fun k => k ∘ Equiv.swap i j)
      (hF.1 _) (hF.1 _) (fun k _ => inv k) (fun k _ => inv k) (fun k _ => ?_)
    have hd : (k ∘ Equiv.swap i j) ⬝ᵥ (k ∘ Equiv.swap i j) = k ⬝ᵥ k :=
      Equiv.sum_comp (Equiv.swap i j) fun l => k l * k l
    rw [hd]
    simp
  have total : ∑ k ∈ F, k 0 * k 0 / (k ⬝ᵥ k) + ∑ k ∈ F, k 1 * k 1 / (k ⬝ᵥ k)
      + ∑ k ∈ F, k 2 * k 2 / (k ⬝ᵥ k) = (F.card : ℝ) := by
    rw [← Finset.sum_add_distrib, ← Finset.sum_add_distrib, Finset.card_eq_sum_ones,
      Nat.cast_sum]
    refine Finset.sum_congr rfl fun k hk => ?_
    have hne : k ⬝ᵥ k ≠ 0 := fun h => h0 (dotProduct_self_eq_zero.1 h ▸ hk)
    rw [← add_div, ← add_div, ← dot3 k k, div_self hne, Nat.cast_one]
  have diag : ∀ i : Fin 3, ∑ k ∈ F, k i * k i / (k ⬝ᵥ k) = (F.card : ℝ) / 3 := fun i => by
    linarith [swap i 0, swap i 1, swap i 2]
  have expand : ∀ k : Fin 3 → ℝ, (k ⬝ᵥ D) ^ 2 / (k ⬝ᵥ k) =
      D 0 ^ 2 * (k 0 * k 0 / (k ⬝ᵥ k)) + D 1 ^ 2 * (k 1 * k 1 / (k ⬝ᵥ k))
      + D 2 ^ 2 * (k 2 * k 2 / (k ⬝ᵥ k)) + 2 * D 0 * D 1 * (k 0 * k 1 / (k ⬝ᵥ k))
      + 2 * D 0 * D 2 * (k 0 * k 2 / (k ⬝ᵥ k))
      + 2 * D 1 * D 2 * (k 1 * k 2 / (k ⬝ᵥ k)) := fun k => by
    rw [dot3 k D]
    ring
  rw [Finset.sum_congr rfl fun k _ => expand k]
  simp only [Finset.sum_add_distrib, ← Finset.mul_sum]
  rw [diag 0, diag 1, diag 2, off 0 1 (by decide), off 0 2 (by decide),
    off 1 2 (by decide), dot3 D D]
  ring
```

The symmetry argument rests on `Finset.sum_nbij'`, which equates two finite sums when given maps in both directions, proofs that they stay within the index sets and undo each other, and equality of corresponding summands. A reflection is its own inverse, as is an exchange of axes, so one map fills both roles. In `off`, `h1` reindexes the sum by the reflection, `h2` evaluates the reflected summands and finds a minus sign, and `linarith` concludes that the sum is zero.

Multiplying by \(2\pi/V\) and dividing by \(N\), which is nonzero because \(F\) is nonempty, gives the static average. Neutrality is not needed here.

```lean
/-- The average of `(2π/V) (k·D)²/k²` over a nonempty cubic set of nonzero wavevectors is
`2π|D|²/(3V)`, where `D` is the cell dipole. -/
theorem surface_average (C : Cell ι) {F : Finset (Fin 3 → ℝ)} (hF : IsCubic F)
    (h0 : 0 ∉ F) (hne : F.Nonempty) :
    (∑ k ∈ F, 2 * Real.pi / C.volume * ((k ⬝ᵥ C.dipole) ^ 2 / (k ⬝ᵥ k))) / (F.card : ℝ)
      = 2 * Real.pi * (C.dipole ⬝ᵥ C.dipole) / (3 * C.volume) := by
  have hc : (F.card : ℝ) ≠ 0 := Nat.cast_ne_zero.2 hne.card_pos.ne'
  rw [← Finset.mul_sum, sum_sq_projection hF h0, div_eq_iff hc]
  ring
```

## Limits along rays

The derivative is found charge by charge and summed; `hdip` identifies the result with \(\mathbf k\cdot\mathbf D\).

```lean
/-- Along the ray `t k`, the structure factor has derivative `i k·D` at `t = 0`. -/
theorem structureFactor_hasDerivAt (C : Cell ι) (k : Fin 3 → ℝ) :
    HasDerivAt (fun t : ℝ => C.structureFactor (t • k))
      (Complex.I * ((k ⬝ᵥ C.dipole : ℝ) : ℂ)) 0 := by
  have hdip : k ⬝ᵥ C.dipole = ∑ j, C.charge j * (k ⬝ᵥ C.position j) := by
    simp only [Cell.dipole, dotProduct, Finset.sum_apply, Pi.smul_apply, smul_eq_mul,
      Finset.mul_sum]
    rw [Finset.sum_comm]
    exact Finset.sum_congr rfl fun _ _ => Finset.sum_congr rfl fun _ _ => by ring
  have term : ∀ j, HasDerivAt (fun t : ℝ => (C.charge j : ℂ) *
      Complex.exp (Complex.I * (((t • k) ⬝ᵥ C.position j : ℝ) : ℂ)))
      ((C.charge j : ℂ) * (Complex.I * ((k ⬝ᵥ C.position j : ℝ) : ℂ))) 0 := by
    intro j
    have h1 : HasDerivAt (fun t : ℝ => Complex.I * (((t • k) ⬝ᵥ C.position j : ℝ) : ℂ))
        (Complex.I * ((k ⬝ᵥ C.position j : ℝ) : ℂ)) 0 := by
      have h := ((hasDerivAt_id (0 : ℝ)).mul_const
        (k ⬝ᵥ C.position j)).ofReal_comp.const_mul Complex.I
      simpa [smul_dotProduct] using h
    refine (h1.cexp.const_mul (C.charge j : ℂ)).congr_deriv ?_
    simp only [zero_smul, zero_dotProduct, Complex.ofReal_zero, mul_zero, Complex.exp_zero,
      one_mul]
  refine (HasDerivAt.fun_sum (u := Finset.univ) fun j _ => term j).congr_deriv ?_
  rw [hdip, Complex.ofReal_sum, Finset.mul_sum]
  refine Finset.sum_congr rfl fun j _ => ?_
  rw [Complex.ofReal_mul]
  ring
```

Neutrality enters as `hS`. The lemma `tendsto_slope_zero` turns the derivative into the limit of \(S(t\mathbf n)/t\), and `hg` sends the Gaussian factor to 1. The filter `𝓝[≠] 0` means approach to zero without reaching it, so the value Lean assigns to the quotient at \(\mathbf k=0\) plays no part.

```lean
/-- For a neutral cell, the Ewald term tends to `(2π/V) (n·D)²` as the wavevector goes to
zero along the unit vector `n`. -/
theorem ewaldTerm_tendsto_ray (C : Cell ι) (hq : ∑ j, C.charge j = 0) (n : Fin 3 → ℝ)
    (hn : n ⬝ᵥ n = 1) :
    Tendsto (fun t : ℝ => C.ewaldTerm (t • n)) (𝓝[≠] 0)
      (𝓝 (2 * Real.pi / C.volume * (n ⬝ᵥ C.dipole) ^ 2)) := by
  -- neutrality removes the monopole
  have hS : C.structureFactor 0 = 0 := by
    simp only [Cell.structureFactor, zero_dotProduct, Complex.ofReal_zero, mul_zero,
      Complex.exp_zero, mul_one]
    rw [← Complex.ofReal_sum, hq, Complex.ofReal_zero]
  have hs := (structureFactor_hasDerivAt C n).tendsto_slope_zero
  simp only [zero_add, zero_smul, hS, sub_zero] at hs
  have hg : Tendsto (fun t : ℝ => Real.exp (-(t ^ 2) / (4 * C.splitting ^ 2)))
      (𝓝[≠] 0) (𝓝 1) := by
    have hc : Continuous fun t : ℝ => Real.exp (-(t ^ 2) / (4 * C.splitting ^ 2)) := by
      fun_prop
    have h := (hc.tendsto 0).mono_left (nhdsWithin_le_nhds (s := {0}ᶜ))
    simpa using h
  have hlim := (hg.const_mul (2 * Real.pi / C.volume)).mul (hs.norm.pow 2)
  rw [norm_mul, Complex.norm_I, one_mul, Complex.norm_real, Real.norm_eq_abs, sq_abs,
    mul_one] at hlim
  refine hlim.congr fun t => ?_
  have hd : (t • n) ⬝ᵥ (t • n) = t ^ 2 := by
    rw [smul_dotProduct, dotProduct_smul, hn, smul_eq_mul, smul_eq_mul]
    ring
  rw [Cell.ewaldTerm, hd, norm_smul, norm_inv, Real.norm_eq_abs, mul_pow, inv_pow, sq_abs]
  ring

/-- Multiples `t v` of a nonzero vector approach zero through nonzero vectors as `t → 0`. -/
theorem tendsto_ray {E : Type*} [NormedAddCommGroup E] [NormedSpace ℝ E] {v : E}
    (hv : v ≠ 0) : Tendsto (fun t : ℝ => t • v) (𝓝[≠] 0) (𝓝[≠] 0) := by
  refine tendsto_nhdsWithin_iff.2 ⟨?_, ?_⟩
  · have hc : Continuous fun t : ℝ => t • v := continuous_id.smul continuous_const
    have h := (hc.tendsto 0).mono_left (nhdsWithin_le_nhds (s := {0}ᶜ))
    simpa only [zero_smul] using h
  · filter_upwards [self_mem_nhdsWithin] with t ht
    exact smul_ne_zero ht hv
```

## The averaged limit and the missing pointwise limit

For each \(\mathbf k\in F\), the proof takes \(s=|\mathbf k|\), applies the ray limit to \(\mathbf k/s\), and replaces \(t\) by \(ts\). The limit of the finite sum is the sum of the limits.

```lean
/-- For a neutral cell, the Ewald term averaged over a nonempty cubic set of nonzero
wavevectors tends to `2π|D|²/(3V)` as the set is shrunk to the origin. -/
theorem ewald_cubic_average (C : Cell ι) (hq : ∑ j, C.charge j = 0)
    {F : Finset (Fin 3 → ℝ)} (hF : IsCubic F) (h0 : 0 ∉ F) (hne : F.Nonempty) :
    Tendsto (fun t : ℝ => (∑ k ∈ F, C.ewaldTerm (t • k)) / (F.card : ℝ)) (𝓝[≠] 0)
      (𝓝 (2 * Real.pi * (C.dipole ⬝ᵥ C.dipole) / (3 * C.volume))) := by
  rw [← surface_average C hF h0 hne]
  refine (tendsto_finsetSum F fun k hk => ?_).div_const _
  -- write k as its length s times a unit vector
  obtain ⟨s, hs0, hs⟩ : ∃ s : ℝ, s ≠ 0 ∧ s ^ 2 = k ⬝ᵥ k := by
    have hnn : 0 ≤ k ⬝ᵥ k := Finset.sum_nonneg fun i _ => mul_self_nonneg (k i)
    have hkk : k ⬝ᵥ k ≠ 0 := fun h => h0 (dotProduct_self_eq_zero.1 h ▸ hk)
    exact ⟨√(k ⬝ᵥ k), (Real.sqrt_pos.2 (lt_of_le_of_ne hnn hkk.symm)).ne', Real.sq_sqrt hnn⟩
  have hn : (s⁻¹ • k) ⬝ᵥ (s⁻¹ • k) = 1 := by
    rw [smul_dotProduct, dotProduct_smul, smul_eq_mul, smul_eq_mul, ← hs]
    field_simp
  have h := (ewaldTerm_tendsto_ray C hq (s⁻¹ • k) hn).comp (tendsto_ray hs0)
  have hval : 2 * Real.pi / C.volume * ((s⁻¹ • k) ⬝ᵥ C.dipole) ^ 2
      = 2 * Real.pi / C.volume * ((k ⬝ᵥ C.dipole) ^ 2 / (k ⬝ᵥ k)) := by
    rw [smul_dotProduct, smul_eq_mul, ← hs]
    ring
  rw [hval] at h
  refine h.congr fun t => ?_
  show C.ewaldTerm ((t • s) • (s⁻¹ • k)) = C.ewaldTerm (t • k)
  rw [smul_smul, smul_eq_mul, mul_assoc, mul_inv_cancel₀ hs0, mul_one]
```

In the last theorem, `ray` uses uniqueness of limits to equate every directional value with \(L\). The identity `cross` is the comparison with \((3/5,4/5,0)\), and `hz` then removes each dipole component.

```lean
/-- For a neutral cell with nonzero dipole, the Ewald term has no limit as the wavevector
goes to zero. -/
theorem ewaldTerm_no_limit (C : Cell ι) (hq : ∑ j, C.charge j = 0) (hD : C.dipole ≠ 0) :
    ¬ ∃ L : ℝ, Tendsto C.ewaldTerm (𝓝[≠] 0) (𝓝 L) := by
  rintro ⟨L, hL⟩
  have ha : 2 * Real.pi / C.volume ≠ 0 :=
    (div_pos (mul_pos two_pos Real.pi_pos) C.volume_pos).ne'
  -- every direction would have to give the same value L
  have ray : ∀ x y z : ℝ, x * x + y * y + z * z = 1 → 2 * Real.pi / C.volume *
      (x * C.dipole 0 + y * C.dipole 1 + z * C.dipole 2) ^ 2 = L := by
    intro x y z h
    have hn : ![x, y, z] ⬝ᵥ ![x, y, z] = 1 := by
      simpa [dotProduct, Fin.sum_univ_three] using h
    have hv : ![x, y, z] ≠ 0 := fun h' => by
      rw [h', zero_dotProduct] at hn
      exact zero_ne_one hn
    have hd : ![x, y, z] ⬝ᵥ C.dipole
        = x * C.dipole 0 + y * C.dipole 1 + z * C.dipole 2 := by
      simp [dotProduct, Fin.sum_univ_three]
    rw [← hd]
    exact tendsto_nhds_unique (ewaldTerm_tendsto_ray C hq _ hn) (hL.comp (tendsto_ray hv))
  have h0 := ray 1 0 0 (by norm_num)
  have h1 := ray 0 1 0 (by norm_num)
  have h2 := ray 0 0 1 (by norm_num)
  have h3 := ray (3 / 5) (4 / 5) 0 (by norm_num)
  have cross : 2 * Real.pi / C.volume * (C.dipole 0 * C.dipole 1) = 0 := by
    linear_combination (25 / 24) * h3 - (9 / 24) * h0 - (16 / 24) * h1
  have hL0 : L = 0 := by
    rcases mul_eq_zero.1 ((mul_eq_zero.1 cross).resolve_left ha) with h | h
    · rw [← h0, h]
      ring
    · rw [← h1, h]
      ring
  have hz : ∀ u : ℝ, 2 * Real.pi / C.volume * u ^ 2 = L → u = 0 := fun u hu =>
    (pow_eq_zero_iff two_ne_zero).1 ((mul_eq_zero.1 (hu.trans hL0)).resolve_left ha)
  apply hD
  funext i
  fin_cases i
  · exact hz (C.dipole 0) (by linear_combination h0)
  · exact hz (C.dipole 1) (by linear_combination h1)
  · exact hz (C.dipole 2) (by linear_combination h2)

end

end EwaldSurfaceTerm
```

```lean
#print axioms EwaldSurfaceTerm.ewald_cubic_average
#print axioms EwaldSurfaceTerm.ewaldTerm_no_limit
```

```
'EwaldSurfaceTerm.ewald_cubic_average' depends on axioms: [propext, Classical.choice, Quot.sound]
'EwaldSurfaceTerm.ewaldTerm_no_limit' depends on axioms: [propext, Classical.choice, Quot.sound]
```

For neutral cells of finitely many point charges, the result bears on the boundary term in Ewald-based simulations: \(2\pi|\mathbf D|^2/(3V)\) is the dipole energy per cell added for a large spherical sample in vacuum, and it is omitted under conducting boundary conditions. Identifying the cubic average with that sample's energy takes a further step, an analysis of how the real-space lattice sum depends on the order of summation.
